# Bloch energies on a ring with a positive definite overlap: ratios of Fourier sums

Take a ring of $n\ge 1$ sites with one basis function per site, and let the Fock matrix $F$ and the overlap matrix $S$ be complex and translation invariant, with $S$ positive definite. Every plane wave then solves the generalised eigenvalue problem for $F$ and $S$. Its eigenvalue is the Fourier sum of the Fock elements divided by that of the overlap elements, and there are no other generalised eigenvalues. If $F$ is Hermitian, they are all real.

For a Hartree-Fock calculation with one basis function per cell and a fixed, translation-invariant Fock matrix, this reduces the diagonalisation to two Fourier sums and one division per momentum. Self-consistency, several functions per cell and symmetry-broken Fock matrices are not treated. Positive definiteness of $S$ expresses the linear independence of the basis functions.

## Matrices, plane waves and Fourier sums

Sites and momenta are elements of `ZMod n`, the integers modulo $n$.

```lean
import Mathlib

open Matrix
open scoped ComplexConjugate ComplexOrder

namespace BlochRing

noncomputable section

variable {n : ℕ} [NeZero n]
```

A function $g$ of the separation defines a matrix $G_{xy}=g(x-y)$. In this way $f$ gives $F$ and $s$ gives $S$.

```lean
/-- The translation-invariant matrix on a ring of `n` sites whose entry between
sites `x` and `y` is `g (x - y)`. -/
def ringMatrix (g : ZMod n → ℂ) : Matrix (ZMod n) (ZMod n) ℂ :=
  Matrix.of fun x y => g (x - y)
```

Write $\chi(j)=e^{2\pi i j/n}$, which is `ZMod.stdAddChar` in Lean. The plane wave of momentum $k$ has the unnormalised coefficients $b_k(x)=\chi(xk)$.

```lean
/-- The plane wave `exp (2πi k x / n)` on the ring, as a vector of orbital coefficients. -/
def bloch (k : ZMod n) : ZMod n → ℂ := fun x => ZMod.stdAddChar (x * k)
```

The Fourier sum is $\hat g(k)=\sum_d\chi(-dk)\,g(d)$, also used for coefficient vectors $c$.

```lean
/-- The Fourier sum `∑ d, exp (-2πi k d / n) g d` over the ring. -/
def latticeSum (g : ZMod n → ℂ) (k : ZMod n) : ℂ :=
  ∑ d, ZMod.stdAddChar (-(d * k)) * g d
```

The band energy is $e_k=\hat f(k)/\hat s(k)$.

```lean
/-- The ratio of the Fourier sums of the Fock and overlap elements at momentum `k`. -/
def bandEnergy (f s : ZMod n → ℂ) (k : ZMod n) : ℂ := latticeSum f k / latticeSum s k
```

## (a) A matrix acting on a plane wave

Show that
$$G\,b_k=\hat g(k)\,b_k .$$

Substitute $d=x-y$ in the sum over $y$:
$$\sum_y g(x-y)\chi(yk)=\sum_d g(d)\chi(-dk)\,\chi(xk)=\hat g(k)\,b_k(x).$$
In Lean, `Equiv.subLeft x` is the substitution and `h` splits the character.

```lean
/-- A translation-invariant matrix multiplies each plane wave by its Fourier sum. -/
theorem ringMatrix_mulVec_bloch (g : ZMod n → ℂ) (k : ZMod n) :
    ringMatrix g *ᵥ bloch k = latticeSum g k • bloch k := by
  ext x
  simp only [ringMatrix, Matrix.mulVec, dotProduct, Matrix.of_apply, latticeSum, bloch,
    Pi.smul_apply, smul_eq_mul, Finset.sum_mul]
  -- sum over the separation `x - y` instead of the site `y`
  refine Fintype.sum_equiv (Equiv.subLeft x) _ _ fun y => ?_
  have h : ZMod.stdAddChar (y * k)
      = ZMod.stdAddChar (-((x - y) * k)) * ZMod.stdAddChar (x * k) := by
    rw [← AddChar.map_add_eq_mul]
    congr 1
    ring
  simp only [Equiv.subLeft_apply]
  rw [h]
  ring
```

## (b) The same action in momentum space

Show that, for every vector $c$,
$$\widehat{Gc}(k)=\hat g(k)\,\hat c(k).$$

Exchange the sums and split $\chi(-xk)=\chi(-(x-y)k)\,\chi(-yk)$:
$$\sum_x\chi(-xk)\sum_y g(x-y)c(y)=\sum_y\Big[\sum_x\chi(-(x-y)k)g(x-y)\Big]\chi(-yk)c(y).$$
The bracket is $\hat g(k)$ for each $y$. The exchange is `Finset.sum_comm`; the shift by $y$ is `Equiv.subRight y`.

```lean
/-- In momentum space a translation-invariant matrix acts by multiplication. -/
theorem latticeSum_mulVec (g c : ZMod n → ℂ) (k : ZMod n) :
    latticeSum (ringMatrix g *ᵥ c) k = latticeSum g k * latticeSum c k := by
  simp only [latticeSum, ringMatrix, Matrix.mulVec, dotProduct, Matrix.of_apply,
    Finset.mul_sum]
  rw [Finset.sum_comm]
  refine Finset.sum_congr rfl fun y _ => ?_
  rw [Finset.sum_mul]
  refine Fintype.sum_equiv (Equiv.subRight y) _ _ fun x => ?_
  have h : ZMod.stdAddChar (-(x * k))
      = ZMod.stdAddChar (-((x - y) * k)) * ZMod.stdAddChar (-(y * k)) := by
    rw [← AddChar.map_add_eq_mul]
    congr 1
    ring
  simp only [Equiv.subRight_apply]
  rw [h]
  ring
```

## (c) Vanishing amplitudes

Show that
$$\hat c(k)=0\ \text{for all }k\quad\Longrightarrow\quad c=0 .$$

Invert the transform:
$$\sum_k\chi(xk)\hat c(k)=\sum_y c(y)\sum_k\chi((x-y)k)=n\,c(x),$$
because the geometric sum over $k$ is $n$ for $y=x$ and zero otherwise. The left side vanishes, so $c(x)=0$. The Lean proof uses the injectivity of Mathlib's discrete Fourier transform, `ZMod.dft`.

```lean
/-- A coefficient vector whose Fourier amplitudes all vanish is zero. -/
theorem eq_zero_of_latticeSum (c : ZMod n → ℂ) (h : ∀ k, latticeSum c k = 0) : c = 0 := by
  apply (ZMod.dft : (ZMod n → ℂ) ≃ₗ[ℂ] (ZMod n → ℂ)).injective
  ext k
  rw [map_zero, ZMod.dft_apply]
  simpa only [latticeSum, smul_eq_mul, Pi.zero_apply] using h k
```

## (d) Plane waves are nonzero

Show that $b_k\neq0$.

At the origin, $b_k(0)=\chi(0)=1$.

```lean
lemma bloch_ne_zero (k : ZMod n) : bloch k ≠ 0 := by
  intro h
  have h0 := congrFun h 0
  simp [bloch] at h0
```

## (e) The overlap sum has no zeros

For positive definite $S$, show that
$$\hat s(k)\neq 0\quad\text{for all }k.$$

By (d) and (a),
$$0<b_k^\dagger S\,b_k=\hat s(k)\,b_k^\dagger b_k=n\,\hat s(k).$$
Lean assumes $\hat s(k)=0$ and reaches $0<0$. The orbital normalised in the overlap metric is therefore $b_k/\sqrt{n\,\hat s(k)}$.

```lean
/-- For a positive definite overlap matrix no Fourier sum of the overlap vanishes. -/
theorem overlap_latticeSum_ne_zero {s : ZMod n → ℂ} (hS : (ringMatrix s).PosDef)
    (k : ZMod n) : latticeSum s k ≠ 0 := by
  intro h
  have hp := hS.dotProduct_mulVec_pos (bloch_ne_zero k)
  rw [ringMatrix_mulVec_bloch, h, zero_smul, dotProduct_zero] at hp
  exact lt_irrefl _ hp
```

## (f) All solutions at a given energy

For positive definite $S$ and complex $e$, show that
$$Fc=e\,Sc\quad\Longleftrightarrow\quad\text{for all }k:\ \hat c(k)\ne0\Rightarrow e=e_k .$$

Let $r=Fc-e\,Sc$. By (b), which Lean uses to prove `key`,
$$\hat r(k)=\big(\hat f(k)-e\,\hat s(k)\big)\hat c(k).$$
If $r=0$, the first factor vanishes wherever $\hat c(k)\neq0$, and dividing by $\hat s(k)$, allowed by (e), gives $e=e_k$. Conversely, the condition makes every $\hat r(k)$ vanish, and (c) gives $r=0$. Plane waves of equal energy may thus be mixed freely.

```lean
/-- For a positive definite overlap matrix, a vector solves `F c = e S c` exactly when each momentum
at which it has a nonzero Fourier amplitude has band energy `e`. -/
theorem solution_iff (f : ZMod n → ℂ) {s : ZMod n → ℂ} (hS : (ringMatrix s).PosDef)
    (e : ℂ) (c : ZMod n → ℂ) :
    ringMatrix f *ᵥ c = e • (ringMatrix s *ᵥ c) ↔
      ∀ k, latticeSum c k ≠ 0 → e = bandEnergy f s k := by
  -- the residual of the eigenvalue equation, momentum by momentum
  have key : ∀ k, latticeSum (ringMatrix f *ᵥ c - e • (ringMatrix s *ᵥ c)) k
      = (latticeSum f k - e * latticeSum s k) * latticeSum c k := by
    intro k
    rw [sub_mul, mul_assoc, ← latticeSum_mulVec, ← latticeSum_mulVec]
    simp only [latticeSum, Pi.sub_apply, Pi.smul_apply, smul_eq_mul]
    rw [Finset.mul_sum, ← Finset.sum_sub_distrib]
    refine Finset.sum_congr rfl fun x _ => ?_
    ring
  constructor
  · intro h k hc
    have hk := key k
    have h0 : latticeSum (0 : ZMod n → ℂ) k = 0 := by simp [latticeSum]
    rw [h, sub_self, h0] at hk
    rw [bandEnergy, eq_div_iff (overlap_latticeSum_ne_zero hS k)]
    rcases mul_eq_zero.mp hk.symm with h1 | h1
    · exact (sub_eq_zero.mp h1).symm
    · exact absurd h1 hc
  · intro h
    refine sub_eq_zero.mp (eq_zero_of_latticeSum _ fun k => ?_)
    by_cases hc : latticeSum c k = 0
    · rw [key, hc, mul_zero]
    · have he := h k hc
      rw [bandEnergy, eq_div_iff (overlap_latticeSum_ne_zero hS k)] at he
      rw [key, he, sub_self, zero_mul]
```

## (g) The complete spectrum

For positive definite $S$, show that
$$F\,b_k=e_k\,S\,b_k\ \text{for all }k,\qquad \big(\exists\,c\neq0:\ Fc=e\,Sc\big)\Longleftrightarrow\big(\exists\,k:\ e=e_k\big).$$

By (a), both sides of the first equation are multiples of $b_k$, with factors $\hat f(k)$ and $e_k\hat s(k)$, which are equal by (e). This also gives the implication from right to left, since $b_k\ne0$. For the other direction, a nonzero $c$ has some $\hat c(k)\neq0$ by (c), and (f) gives $e=e_k$. $F$ need not be Hermitian here.

```lean
/-- With a positive definite overlap, every plane wave solves `F c = e S c` with `e` the
ratio of Fourier sums, and the generalised eigenvalues are exactly these ratios. -/
theorem bloch_spectrum (f : ZMod n → ℂ) {s : ZMod n → ℂ} (hS : (ringMatrix s).PosDef) :
    (∀ k, ringMatrix f *ᵥ bloch k = bandEnergy f s k • (ringMatrix s *ᵥ bloch k)) ∧
    ∀ e : ℂ, (∃ c, c ≠ 0 ∧ ringMatrix f *ᵥ c = e • (ringMatrix s *ᵥ c)) ↔
      ∃ k, e = bandEnergy f s k := by
  have hb : ∀ k, ringMatrix f *ᵥ bloch k
      = bandEnergy f s k • (ringMatrix s *ᵥ bloch k) := by
    intro k
    rw [ringMatrix_mulVec_bloch, ringMatrix_mulVec_bloch, smul_smul, bandEnergy,
      div_mul_cancel₀ _ (overlap_latticeSum_ne_zero hS k)]
  refine ⟨hb, fun e => ⟨?_, ?_⟩⟩
  · rintro ⟨c, hc, h⟩
    by_contra hne
    -- a nonzero vector has a nonzero amplitude at some momentum
    exact hc (eq_zero_of_latticeSum c fun k => by_contra fun hk =>
      hne ⟨k, (solution_iff f hS e c).mp h k hk⟩)
  · rintro ⟨k, rfl⟩
    exact ⟨bloch k, bloch_ne_zero k, hb k⟩
```

For $n=1$ the only eigenvalue is $f(0)/s(0)$.

Positive definiteness matters. Take $n=2$, $s(0)=s(1)=1$, $f(0)=1$, $f(1)=0$. Then $b_1=(1,-1)$ satisfies $Sb_1=0$ but $Fb_1=b_1$, so it solves the equation for no $e$.

## (h) Hermitian matrices have real Fourier sums

For Hermitian $G$, show that
$$\overline{\hat g(k)}=\hat g(k).$$

Hermiticity means $\overline{g(d)}=g(-d)$. Hence $\overline{\hat g(k)}=\sum_d\chi(dk)\,g(-d)$, and $d\to-d$ (`Equiv.neg`) restores $\hat g(k)$.

```lean
lemma latticeSum_conj {g : ZMod n → ℂ} (h : (ringMatrix g).IsHermitian) (k : ZMod n) :
    conj (latticeSum g k) = latticeSum g k := by
  rw [latticeSum, map_sum]
  refine Fintype.sum_equiv (Equiv.neg _) _ _ fun d => ?_
  have hg : conj (g d) = g (-d) := by simpa [ringMatrix] using h.apply 0 d
  rw [map_mul, hg, ← AddChar.map_neg_eq_conj]
  simp only [Equiv.neg_apply, neg_mul]
```

## (i) Real band energies

For Hermitian $F$ and positive definite $S$, show that
$$\operatorname{Im}e_k=0 .$$

Positive definiteness in Mathlib includes Hermiticity, so by (h) $e_k$ is a quotient of two real numbers.

```lean
/-- For a Hermitian Fock matrix and a positive definite overlap the band energies are real. -/
theorem bandEnergy_real {f s : ZMod n → ℂ} (hF : (ringMatrix f).IsHermitian)
    (hS : (ringMatrix s).PosDef) (k : ZMod n) : (bandEnergy f s k).im = 0 := by
  apply Complex.conj_eq_iff_im.mp
  rw [bandEnergy, map_div₀, latticeSum_conj hF, latticeSum_conj hS.isHermitian]
```

## (j) Fourier sum for nearest neighbours

Let $g$ have a real element $a$ at separation $0$ and a real element $b$ at each of $\pm1$. Coinciding separations add: for $n=2$ the coupling is $2b$, and for $n=1$ the single element is $a+2b$.

```lean
/-- On-site element `a` plus an element `b` for one step in each direction round the ring. -/
def nearest (a b : ℝ) : ZMod n → ℂ :=
  Pi.single 0 (a : ℂ) + Pi.single 1 (b : ℂ) + Pi.single (-1) (b : ℂ)
```

For an integer $m$ representing the momentum, and $\theta=2\pi m/n$, show that
$$\hat g(m)=a+2b\cos\theta .$$

The three terms give $a+b\,(e^{-i\theta}+e^{i\theta})$. Lean obtains this sum in `h` and the two exponentials in `hp` and `hm`.

```lean
lemma latticeSum_nearest (a b : ℝ) (m : ℤ) :
    latticeSum (nearest a b) (m : ZMod n)
      = ((a + 2 * b * Real.cos (2 * Real.pi * m / n) : ℝ) : ℂ) := by
  have h : latticeSum (nearest a b) (m : ZMod n)
      = a + b * (ZMod.stdAddChar (-(m : ZMod n)) + ZMod.stdAddChar (m : ZMod n)) := by
    simp [latticeSum, nearest, Pi.single_apply, mul_add, Finset.sum_add_distrib]
    ring
  have hp : ZMod.stdAddChar (m : ZMod n)
      = Complex.exp ((2 * Real.pi * m / n : ℂ) * Complex.I) := by
    rw [ZMod.stdAddChar_coe]
    congr 1
    ring
  have hm : ZMod.stdAddChar (-(m : ZMod n))
      = Complex.exp (-(2 * Real.pi * m / n : ℂ) * Complex.I) := by
    rw [← Int.cast_neg, ZMod.stdAddChar_coe]
    congr 1
    push_cast
    ring
  rw [h, hp, hm]
  push_cast
  rw [Complex.cos]
  ring
```

## (k) The nearest-neighbour band

Let $F$ have on-site element $\alpha$ and neighbour coupling $\beta$, and let $S$ have on-site element $1$ and neighbour overlap $\sigma$, all real, with coinciding separations added as in (j) when $n\le2$. If $1+2\sigma\cos\theta\neq0$, show that
$$F\,b_m=\frac{\alpha+2\beta\cos\theta}{1+2\sigma\cos\theta}\;S\,b_m .$$

By (a) and (j), the left side is $(\alpha+2\beta\cos\theta)\,b_m$, and $S\,b_m=(1+2\sigma\cos\theta)\,b_m$. The denominator cancels. Only this one denominator has to be nonzero; $S$ need not be positive definite. At $\sigma=0$ and $n\ge3$ the energy is that of the orthogonal Hückel ring, $\alpha+2\beta\cos\theta$.

```lean
/-- With on-site Fock element `α` and on-site overlap `1`, and with nearest-neighbour coupling `β`
and overlap `σ`, the plane wave `m` has energy `(α + 2β cos θ) / (1 + 2σ cos θ)`, `θ = 2πm/n`, if
the denominator is nonzero. -/
theorem nearest_neighbour_band (α β σ : ℝ) (m : ℤ)
    (h : 1 + 2 * σ * Real.cos (2 * Real.pi * m / n) ≠ 0) :
    ringMatrix (nearest α β) *ᵥ bloch (m : ZMod n)
      = (((α + 2 * β * Real.cos (2 * Real.pi * m / n))
          / (1 + 2 * σ * Real.cos (2 * Real.pi * m / n)) : ℝ) : ℂ)
        • (ringMatrix (nearest 1 σ) *ᵥ bloch (m : ZMod n)) := by
  rw [ringMatrix_mulVec_bloch, ringMatrix_mulVec_bloch, smul_smul, latticeSum_nearest,
    latticeSum_nearest, ← Complex.ofReal_mul, div_mul_cancel₀ _ h]

end

end BlochRing
```

```lean
#print axioms BlochRing.bloch_spectrum
#print axioms BlochRing.bandEnergy_real
#print axioms BlochRing.nearest_neighbour_band
```

```
'BlochRing.bloch_spectrum' depends on axioms: [propext, Classical.choice, Quot.sound]
'BlochRing.bandEnergy_real' depends on axioms: [propext, Classical.choice, Quot.sound]
'BlochRing.nearest_neighbour_band' depends on axioms: [propext, Classical.choice, Quot.sound]
```
